# In a Finite Free Majorana System, Chiral Disorder Weaker than the Gap Preserves the Ground-State Parity

Take two Majorana operators a and b, with a² = b² = 1 and ab = −ba, coupled by a real number α ≠ 0:

H = i α a b.

The operator i a b squares to 1, so the energies are ±α. In the ground state −i a b, which serves as the fermion parity, has the value sign α. By the gap we mean |α| here, half the distance between the two levels. Disorder that changes α to α + β with |β| < |α| cannot change this sign. At β = −α the two levels meet, and for β = −sα with s > 1 the parity is reversed. With n modes the number α becomes a matrix, its sign becomes the sign of a determinant, |α| becomes a lower bound on how much the matrix stretches vectors, and |β| becomes the operator norm of the disorder matrix, the largest factor by which it stretches a vector.

## Parity as the sign of a determinant

Let a_1, …, a_n and b_1, …, b_n be two species of Majorana operators, all mutually anticommuting and each squaring to 1. A chiral Hamiltonian couples only different species:

H = i Σ_jk A_jk a_j b_k,

with A a real n × n matrix. If det A ≠ 0, the singular value decomposition gives A = U diag(ε) Vᵀ with U and V orthogonal and every ε_k > 0. The rotated operators a′_k = Σ_j U_jk a_j and b′_k = Σ_j V_jk b_j are again Majorana operators, and

H = i Σ_k ε_k a′_k b′_k.

In the ground state every −i a′_k b′_k equals 1. Rotating a species multiplies the ordered product of its operators by the determinant of the rotation, so

∏_k (−i a′_k b′_k) = det U · det V · ∏_k (−i a_k b_k).

The left side is 1 in the ground state, and det U · det V is ±1. The original parity ∏_k (−i a_k b_k) therefore has the value det U · det V. Since

det A = det U · det V · ∏_k ε_k

and the last product is positive, this value is the sign of det A.

## Why weak disorder keeps the sign

Let ‖x‖ be the Euclidean norm and ‖B‖ the corresponding operator norm. Assume that ‖Ax‖ ≥ g‖x‖ for all x, and that ‖B‖ < g. Then det A and det(A + B) are nonzero and have the same sign.

First, a positive gap excludes zero modes. If det A = 0, some v ≠ 0 has Av = 0, and then g‖v‖ ≤ 0, which is impossible for g > 0.

Second, disorder lowers the gap by at most its norm:

‖(A + B)x‖ ≥ ‖Ax‖ − ‖Bx‖ ≥ (g − ‖B‖)‖x‖.

Third, switch the disorder on gradually. For 0 ≤ t ≤ 1 we have ‖tB‖ = t‖B‖ ≤ ‖B‖ < g, so A + tB has a positive gap and a nonzero determinant. This determinant is a polynomial in t, hence continuous. If its values at t = 0 and t = 1 had opposite signs, it would vanish somewhere between.

## Disorder that reverses the sign

For a unit vector x and a real s, consider the rank-one disorder B_s = −s (Ax)xᵀ. Then

A + B_s = A(1 − s xxᵀ).

The second factor multiplies x by 1 − s and leaves vectors orthogonal to x alone, so

det(A + B_s) = (1 − s) det A.

Moreover B_s y = −s (x·y) Ax, and |x·y| ≤ ‖y‖ gives ‖B_s‖ ≤ s‖Ax‖ for s ≥ 0.

If A has gap g > 0 and the unit vector x attains it, ‖Ax‖ = g, then det A ≠ 0, disorder of norm at most g makes the determinant vanish at s = 1, and disorder of norm at most sg reverses its sign for every s > 1. The bound ‖B‖ < g can then be neither relaxed to ‖B‖ ≤ g nor replaced by a larger threshold. For n ≥ 1 such an x exists when g is the best possible gap, because ‖Ax‖ attains its minimum on the unit sphere.

## The coupling matrix and its gap in Lean

The finite type `n` labels the modes of each species, so the two species have equally many.

```lean
import Mathlib

open Matrix

namespace ChiralMajoranaParity

noncomputable section

variable {n : Type*} [Fintype n]
```

The Hamiltonian enters through its coupling matrix alone. The parity is defined as the sign of the determinant, a real number equal to 1, −1 or 0; the value 0 marks a zero mode. The operator argument above is what connects this definition to a ground state.

```lean
/-- The parity sign of a chiral Majorana Hamiltonian `i ∑ A j k a_j b_k`: the sign of the
determinant of its real coupling matrix `A`, with value zero if the determinant vanishes. -/
def paritySign [DecidableEq n] (A : Matrix n n ℝ) : ℝ := Real.sign A.det
```

The gap condition is a lower bound for every real mode vector. `EuclideanSpace ℝ n` carries the Euclidean norm; `x.ofLp` passes to the bare components on which a matrix acts, and `WithLp.toLp 2` returns to the normed space. With the normalisation of H used here, exciting mode k costs 2ε_k, so `HasGap A g` corresponds to an excitation energy of at least 2g.

```lean
/-- The coupling matrix `A` has gap at least `g`: it stretches every real mode vector by a
factor of at least `g` in Euclidean norm. -/
def HasGap (A : Matrix n n ℝ) (g : ℝ) : Prop :=
  ∀ x : EuclideanSpace ℝ n, g * ‖x‖ ≤ ‖WithLp.toLp 2 (A *ᵥ x.ofLp)‖
```

The bound concerns all modes, including those at the ends of a wire. In an open wire whose end modes are only weakly coupled, the two lowest levels of H nearly coincide, and g can be at most half the distance between them, however large the bulk gap.

The next definition is B_s, for arbitrary x; normalisation is imposed later.

```lean
/-- Rank-one disorder of relative strength `s` that acts against the coupling `A` on the
mode `x`: the matrix `-s (A x) xᵀ`. -/
def resonantDisorder (A : Matrix n n ℝ) (x : n → ℝ) (s : ℝ) : Matrix n n ℝ :=
  Matrix.of fun i j => -s * (A *ᵥ x) i * x j
```

## Normal modes fix the meaning of the sign

The following theorem takes the decomposition A = U diag(ε) Vᵀ as a hypothesis and concludes that the parity sign is det U · det V. In the proof, `hu` and `hv` take determinants of the orthogonality relations, `hp` gives the positive product of energies, and `hd` is the factorisation of det A. Since det U · det V squares to 1, it is 1 or −1, and the two cases finish the argument.

```lean
variable [DecidableEq n]

/-- If orthogonal rotations `U` and `V` of the two Majorana species bring the coupling to
normal modes with positive energies `ε`, the parity sign is `det U * det V`. -/
theorem paritySign_normal_modes (A U V : Matrix n n ℝ) (ε : n → ℝ)
    (hU : U * Uᵀ = 1) (hV : V * Vᵀ = 1) (hε : ∀ k, 0 < ε k)
    (hA : A = U * diagonal ε * Vᵀ) : paritySign A = U.det * V.det := by
  have hu : U.det * U.det = 1 := by
    have h := congrArg Matrix.det hU
    rwa [det_mul, det_transpose, det_one] at h
  have hv : V.det * V.det = 1 := by
    have h := congrArg Matrix.det hV
    rwa [det_mul, det_transpose, det_one] at h
  have hp : 0 < ∏ k, ε k := Finset.prod_pos fun k _ => hε k
  have hd : A.det = (U.det * V.det) * ∏ k, ε k := by
    rw [hA, det_mul, det_mul, det_transpose, det_diagonal]
    ring
  -- the product of the two orthogonal determinants is a sign
  have hs : (U.det * V.det) * (U.det * V.det) = 1 := by
    linear_combination (V.det * V.det) * hu + hv
  unfold paritySign
  rw [hd]
  rcases mul_self_eq_one_iff.mp hs with h | h
  · rw [h, one_mul, Real.sign_of_pos hp]
  · rw [h, Real.sign_of_neg (by linarith)]
```

A two-mode example satisfies these hypotheses, with U a swap, V the identity and energies 1 and 2. Here det U · det V = −1, in agreement with the determinant −2 of the coupling matrix. The theorem states the orthogonality of U and the factorisation, both checked entry by entry.

```lean
/-- Two modes with energies 1 and 2 and one species swapped: the coupling matrix
`!![0, 2; 1, 0]` has a normal-mode form with an orthogonal swap and the identity. -/
theorem paritySign_normal_modes_witness :
    (!![0, 1; 1, 0] : Matrix (Fin 2) (Fin 2) ℝ) * (!![0, 1; 1, 0])ᵀ = 1 ∧
    (!![0, 2; 1, 0] : Matrix (Fin 2) (Fin 2) ℝ) =
      !![0, 1; 1, 0] * diagonal ![1, 2] * (1 : Matrix (Fin 2) (Fin 2) ℝ)ᵀ := by
  constructor
  · ext i j
    fin_cases i <;> fin_cases j <;> simp [Matrix.mul_apply, Fin.sum_univ_succ]
  · rw [transpose_one, mul_one]
    ext i j
    fin_cases i <;> fin_cases j <;> simp [Matrix.mul_apply, Fin.sum_univ_succ]
```

## A determinant without zeros keeps its sign

The continuity argument needs no gap, only a determinant that stays nonzero along the straight path from A to A + B. The statement `key` says that 0 does not lie between the endpoint determinants; otherwise `intermediate_value_uIcc` would produce a zero on the path. Of the four combinations of endpoint signs, the two unequal ones contradict `key`.

```lean
/-- If the determinant does not vanish while the disorder `B` is switched on linearly,
the parity sign is the same at the end as at the start. -/
theorem paritySign_eq_of_path (A B : Matrix n n ℝ)
    (h : ∀ t ∈ Set.Icc (0 : ℝ) 1, (A + t • B).det ≠ 0) :
    paritySign (A + B) = paritySign A := by
  have hc : Continuous fun t : ℝ => (A + t • B).det :=
    Continuous.matrix_det (continuous_const.add (continuous_id.smul continuous_const))
  have h0 : A.det ≠ 0 := by simpa using h 0 (by simp)
  have h1 : (A + B).det ≠ 0 := by simpa using h 1 (by simp)
  -- opposite signs would force a zero on the way
  have key : ¬ (0 : ℝ) ∈ Set.uIcc A.det (A + B).det := by
    intro hz
    have hz' : (0 : ℝ) ∈ Set.uIcc (A + (0 : ℝ) • B).det (A + (1 : ℝ) • B).det := by
      simpa only [zero_smul, add_zero, one_smul] using hz
    obtain ⟨t, ht, ht0⟩ := intermediate_value_uIcc (hc.continuousOn) hz'
    rw [Set.uIcc_of_le zero_le_one] at ht
    exact h t ht ht0
  rw [Set.mem_uIcc] at key
  unfold paritySign
  rcases lt_or_gt_of_ne h0 with a | a <;> rcases lt_or_gt_of_ne h1 with b | b
  · rw [Real.sign_of_neg a, Real.sign_of_neg b]
  · exact absurd (Or.inl ⟨a.le, b.le⟩) key
  · exact absurd (Or.inr ⟨b.le, a.le⟩) key
  · rw [Real.sign_of_pos a, Real.sign_of_pos b]
```

The exclusion of zero modes follows the first step by hand: a vanishing determinant supplies a nonzero `v` with Av = 0, which violates the gap inequality.

```lean
/-- A coupling matrix with a positive gap has nonzero determinant. -/
theorem det_ne_zero_of_gap {A : Matrix n n ℝ} {g : ℝ} (hg : 0 < g) (h : HasGap A g) :
    A.det ≠ 0 := by
  intro hd
  obtain ⟨v, hv, h0⟩ := Matrix.exists_mulVec_eq_zero_iff.mpr hd
  have hx : WithLp.toLp 2 v ≠ (0 : EuclideanSpace ℝ n) := by
    intro e
    exact hv (congrArg WithLp.ofLp e)
  have h1 : g * ‖(WithLp.toLp 2 v : EuclideanSpace ℝ n)‖ ≤
      ‖(WithLp.toLp 2 (A *ᵥ v) : EuclideanSpace ℝ n)‖ := h (WithLp.toLp 2 v)
  rw [h0, WithLp.toLp_zero, norm_zero] at h1
  exact absurd h1 (not_le_of_gt (mul_pos hg (norm_pos_iff.mpr hx)))

open scoped Matrix.Norms.L2Operator
```

From here on, ‖B‖ for a matrix is the operator norm belonging to the Euclidean norm. In the next proof `h2` is ‖Bx‖ ≤ ‖B‖‖x‖, and `h3` is the triangle inequality applied to Ax = (Ax + Bx) − Bx. If ‖B‖ exceeds g, the resulting gap bound is negative and says nothing.

```lean
/-- Chiral disorder `B` lowers the gap by at most its operator norm. -/
theorem gap_add_disorder {A : Matrix n n ℝ} {g : ℝ} (h : HasGap A g) (B : Matrix n n ℝ) :
    HasGap (A + B) (g - ‖B‖) := by
  intro x
  have h1 := h x
  have h2 : ‖WithLp.toLp 2 (B *ᵥ x.ofLp)‖ ≤ ‖B‖ * ‖x‖ := Matrix.l2_opNorm_mulVec B x
  have h3 := norm_sub_le (WithLp.toLp 2 (A *ᵥ x.ofLp) + WithLp.toLp 2 (B *ᵥ x.ofLp))
    (WithLp.toLp 2 (B *ᵥ x.ofLp))
  rw [add_sub_cancel_right] at h3
  rw [Matrix.add_mulVec, WithLp.toLp_add, sub_mul]
  linarith
```

## Protection below the gap

The main theorem combines these lemmas. Its hypotheses are the gap of A and ‖B‖ < g; positivity of g follows from the second. Its conclusion has three parts: det A ≠ 0, det(A + B) ≠ 0, and equal parity signs. The bound `ht'` is the estimate ‖tB‖ < g, which keeps the determinant nonzero along the whole path.

```lean
/-- Chiral disorder whose operator norm is below the gap of the clean system leaves both
determinants nonzero and cannot switch the parity sign. -/
theorem parity_protected_by_gap {A B : Matrix n n ℝ} {g : ℝ} (hA : HasGap A g)
    (hB : ‖B‖ < g) :
    A.det ≠ 0 ∧ (A + B).det ≠ 0 ∧ paritySign (A + B) = paritySign A := by
  have hg : 0 < g := lt_of_le_of_lt (norm_nonneg B) hB
  refine ⟨det_ne_zero_of_gap hg hA,
    det_ne_zero_of_gap (sub_pos.mpr hB) (gap_add_disorder hA B),
    paritySign_eq_of_path A B fun t ht => ?_⟩
  -- the partially switched-on disorder is also weaker than the gap
  have ht' : ‖t • B‖ < g := by
    rw [norm_smul, Real.norm_of_nonneg ht.1]
    exact lt_of_le_of_lt (mul_le_of_le_one_left (norm_nonneg B) ht.2) hB
  exact det_ne_zero_of_gap (sub_pos.mpr ht') (gap_add_disorder hA (t • B))
```

Both A and B couple a-operators only to b-operators. Disorder within one species, interactions and infinite systems require a different description. For finite, non-interacting chiral models of superconductors, the theorem lets a simulation certify an unchanged parity sign from a gap bound and a norm bound, without computing the determinant of each disordered sample.

## The threshold is sharp

The determinant formula holds for every real s and every x with x·x = 1. The step `hf` writes A + B_s as A times a rank-one change of the identity, and Mathlib's determinant formula for such a change replaces the eigenvalue argument. Setting s = 1 gives a vanishing determinant.

```lean
/-- Resonant disorder of relative strength `s` on a normalised mode multiplies the
determinant of the coupling matrix by `1 - s`. -/
theorem det_add_resonantDisorder (A : Matrix n n ℝ) (x : n → ℝ) (s : ℝ)
    (hx : x ⬝ᵥ x = 1) : (A + resonantDisorder A x s).det = (1 - s) * A.det := by
  have hf : A + resonantDisorder A x s =
      A * (1 + replicateCol Unit ((-s) • x) * replicateRow Unit x) := by
    rw [Matrix.mul_add, Matrix.mul_one, ← Matrix.mul_assoc, ← replicateCol_mulVec,
      Matrix.mulVec_smul]
    congr 1
    ext i j
    simp [resonantDisorder, Matrix.mul_apply]
  rw [hf, det_mul, det_one_add_replicateCol_mul_replicateRow, dotProduct_smul, hx,
    smul_eq_mul]
  ring
```

The last theorem bounds the norm of this disorder and shows that it negates the parity sign for every s > 1. For the norm, `hm` computes the action of B_s on a vector y, and `hc` is the Cauchy–Schwarz inequality |x·y| ≤ ‖y‖; together they give the bound required by `ContinuousLinearMap.opNorm_le_bound`. For the sign, 1 − s is negative, and the proof treats negative, zero and positive det A in turn. When det A = 0 both parity signs are 0, so there is an actual reversal only for nonsingular A.

```lean
/-- For a normalised mode `x` and any `s > 1`, resonant disorder of relative strength `s` has
operator norm at most `s ‖A x‖` and negates the parity sign. This reverses the parity if
`det A ≠ 0`; if `det A = 0`, the sign is zero before and after. -/
theorem parity_switched_above_gap (A : Matrix n n ℝ) (x : EuclideanSpace ℝ n) {s : ℝ}
    (hx : ‖x‖ = 1) (hs : 1 < s) :
    ‖resonantDisorder A x.ofLp s‖ ≤ s * ‖WithLp.toLp 2 (A *ᵥ x.ofLp)‖ ∧
    paritySign (A + resonantDisorder A x.ofLp s) = -paritySign A := by
  have hdot : ∀ y : EuclideanSpace ℝ n, inner ℝ x y = x.ofLp ⬝ᵥ y.ofLp := by
    intro y
    simp [PiLp.inner_apply, dotProduct, mul_comm]
  have hs0 : 0 ≤ s := by linarith
  constructor
  · rw [Matrix.l2_opNorm_def]
    refine ContinuousLinearMap.opNorm_le_bound _ (mul_nonneg hs0 (norm_nonneg _)) fun y => ?_
    change ‖WithLp.toLp 2 (resonantDisorder A x.ofLp s *ᵥ y.ofLp)‖ ≤ _
    -- the disorder projects on `x` and emits along `A x`
    have hm : resonantDisorder A x.ofLp s *ᵥ y.ofLp =
        (-(s * (x.ofLp ⬝ᵥ y.ofLp))) • (A *ᵥ x.ofLp) := by
      ext i
      change ∑ j, (-s * (A *ᵥ x.ofLp) i * x.ofLp j) * y.ofLp j =
        -(s * ∑ j, x.ofLp j * y.ofLp j) * (A *ᵥ x.ofLp) i
      calc _ = ∑ j, (-s * (A *ᵥ x.ofLp) i) * (x.ofLp j * y.ofLp j) :=
            Finset.sum_congr rfl fun _ _ => by ring
        _ = _ := by rw [← Finset.mul_sum]; ring
    have hc := abs_real_inner_le_norm x y
    rw [hx, one_mul, hdot] at hc
    rw [hm, WithLp.toLp_smul, norm_smul, Real.norm_eq_abs, abs_neg, abs_mul,
      abs_of_nonneg hs0]
    calc s * |x.ofLp ⬝ᵥ y.ofLp| * ‖WithLp.toLp 2 (A *ᵥ x.ofLp)‖
        ≤ s * ‖y‖ * ‖WithLp.toLp 2 (A *ᵥ x.ofLp)‖ := by gcongr
      _ = s * ‖WithLp.toLp 2 (A *ᵥ x.ofLp)‖ * ‖y‖ := by ring
  · have hxx : x.ofLp ⬝ᵥ x.ofLp = 1 := by
      rw [← hdot, real_inner_self_eq_norm_sq, hx, one_pow]
    unfold paritySign
    rw [det_add_resonantDisorder A x.ofLp s hxx]
    have hneg : 1 - s < 0 := by linarith
    rcases lt_trichotomy A.det 0 with h | h | h
    · rw [Real.sign_of_neg h, Real.sign_of_pos (mul_pos_of_neg_of_neg hneg h), neg_neg]
    · rw [h, mul_zero, Real.sign_zero, neg_zero]
    · rw [Real.sign_of_pos h, Real.sign_of_neg (mul_neg_of_neg_of_pos hneg h)]

end

end ChiralMajoranaParity
```

```lean
#print axioms ChiralMajoranaParity.paritySign_normal_modes
-- 'ChiralMajoranaParity.paritySign_normal_modes' depends on axioms: [propext, Classical.choice, Quot.sound]
#print axioms ChiralMajoranaParity.parity_protected_by_gap
-- 'ChiralMajoranaParity.parity_protected_by_gap' depends on axioms: [propext, Classical.choice, Quot.sound]
#print axioms ChiralMajoranaParity.parity_switched_above_gap
-- 'ChiralMajoranaParity.parity_switched_above_gap' depends on axioms: [propext, Classical.choice, Quot.sound]
```
